# Below a broadened step edge, a Lorentzian leaves an algebraic tail and a Gaussian does not

A Bethe-Salpeter calculation gives discrete excitation energies, and each line is usually broadened before the spectrum is plotted. Suppose that the plotted curve shows weak absorption below the lowest excitation energy. No state in the calculation absorbs there, so the signal comes from the broadening. How large is it at a given depth below the edge, and how much does the line shape matter?

The model is an absorption edge of unit height at the gap energy G, with no exciton peaks and no energy-dependent matrix elements. Non-interacting electrons and holes in two-dimensional parabolic bands have a joint density of states of this form. All energies are real numbers in one fixed unit.

```lean
import Mathlib

open MeasureTheory Set Filter Topology
open scoped Real

namespace FalseAbsorption

noncomputable section
```

Broadening a spectrum A with a line shape K means convolving them, with E' running over the unbroadened energies:

(K ∗ A)(E) = ∫ K(E − E') A(E') dE'

```lean
/-- The spectrum `A` broadened by the line shape `K`, evaluated at energy `E`. -/
def broaden (K A : ℝ → ℝ) (E : ℝ) : ℝ := ∫ E', K (E - E') * A E'
```

The edge is 1 above G and 0 elsewhere. It never ends at high energy, which is an idealisation that matters in part (g).

```lean
/-- A unit step absorption edge at the gap energy `G`. -/
def stepEdge (G E : ℝ) : ℝ := if G < E then 1 else 0
```

The Lorentzian L_h has half-width h at half maximum, so a full width must be halved before it is inserted:

L_h(t) = h / (π(t² + h²))

```lean
/-- The Lorentzian line shape of half-width `h`, for `h > 0`. -/
def lorentzian (h t : ℝ) : ℝ := h / (π * (t ^ 2 + h ^ 2))
```

The Gaussian g_s has standard deviation s:

g_s(t) = exp(−t²/(2s²)) / (s√(2π))

```lean
/-- The Gaussian line shape of standard deviation `s`, for `s > 0`. -/
def gaussian (s t : ℝ) : ℝ := Real.exp (-t ^ 2 / (2 * s ^ 2)) / (s * √(2 * π))
```

Write R_K(x) for the broadened edge at energy G − x, which in Lean is `broaden K (stepEdge G) (G - x)`. For x > 0 this is the false absorption at depth x, and R_L and R_g denote it for the two line shapes. The hypotheses `0 < h`, `0 < s` and `0 < x` say that the widths are positive and that the observer sits below the gap.

## (a) The false absorption as a tail area

**Task.** For an even line shape K, show that the position of the gap drops out:

R_K(x) = ∫ₓ^∞ K(t) dt

**Solution.** The step restricts the convolution to E' > G, which leaves the integral of K(G − x − E') over that range. Since K is even, the integrand equals K(E' + x − G). Substitute t = E' + x − G. Then E' > G becomes t > x, and the formula follows.

In this proof `h` is not the half-width but the name of a step: the translation invariance of the integral, applied to K cut off at x. The two cases of `hE` compare the integrands above and below the gap.

```lean
/-- For an even line shape, the absorption found at depth `x` below a step edge is the
area of the line shape beyond `x`. -/
theorem broaden_stepEdge {K : ℝ → ℝ} (hK : ∀ t, K (-t) = K t) (G x : ℝ) :
    broaden K (stepEdge G) (G - x) = ∫ t in Ioi x, K t := by
  -- translate the energy axis so that the edge sits at `x`
  have h := integral_add_right_eq_self (μ := volume) ((Ioi x).indicator K) (x - G)
  refine Eq.trans ?_ (h.trans (integral_indicator measurableSet_Ioi))
  refine integral_congr_ae (Eventually.of_forall fun E => ?_)
  have e : K (G - x - E) = K (E + (x - G)) :=
    (hK _).symm.trans (by congr 1; ring)
  by_cases hE : G < E
  · have hm : x < E + (x - G) := by linarith
    simp [stepEdge, indicator, hE, hm, e]
  · have hm : ¬ x < E + (x - G) := by intro h'; apply hE; linarith
    simp only [stepEdge, indicator, mem_Ioi, if_neg hE, if_neg hm, mul_zero]
```

## (b) The area of the Lorentzian

**Task.** For h > 0, show that

∫ L_h(t) dt = 1

**Solution.** Factor out h² in the denominator:

L_h(t) = (1/(πh)) · 1/(1 + (t/h)²)

With u = t/h, the integral becomes (1/(πh)) · h · ∫ du/(1 + u²). The last integral is π, so the product is 1. The factorisation is `e` in the code, and the substitution is `hc`.

```lean
/-- The Lorentzian line shape of positive half-width has unit area. -/
theorem lorentzian_normalized {h : ℝ} (hh : 0 < h) : ∫ t, lorentzian h t = 1 := by
  have e : ∀ t, lorentzian h t = 1 / (π * h) * (1 + (t / h) ^ 2)⁻¹ := by
    intro t
    unfold lorentzian
    field_simp
    ring
  have hc : ∫ t : ℝ, (1 + (t / h) ^ 2)⁻¹ = |h| • ∫ u : ℝ, (1 + u ^ 2)⁻¹ :=
    Measure.integral_comp_div (fun u : ℝ => (1 + u ^ 2)⁻¹) h
  simp only [e]
  rw [integral_const_mul, hc, integral_univ_inv_one_add_sq, abs_of_pos hh, smul_eq_mul]
  field_simp
```

## (c) The area of the Gaussian

**Task.** For s > 0, show that

∫ g_s(t) dt = 1 and ∫₀^∞ g_s(t) dt = 1/2

**Solution.** The Gaussian integral is ∫ exp(−at²) dt = √(π/a). For a = 1/(2s²) it equals s√(2π), which the prefactor of g_s cancels. The integrand is even, so the positive half-line contributes half. Mathlib supplies both integrals, and `hw` evaluates the square root.

```lean
/-- The Gaussian line shape of positive deviation has unit area, half of it on the
positive side. -/
theorem gaussian_normalized {s : ℝ} (hs : 0 < s) :
    ∫ t, gaussian s t = 1 ∧ ∫ t in Ioi 0, gaussian s t = 1 / 2 := by
  have e : ∀ t, gaussian s t =
      (s * √(2 * π))⁻¹ * Real.exp (-(1 / (2 * s ^ 2)) * t ^ 2) := by
    intro t
    have e' : -t ^ 2 / (2 * s ^ 2) = -(1 / (2 * s ^ 2)) * t ^ 2 := by ring
    unfold gaussian
    rw [e', div_eq_inv_mul]
  have hw : √(π / (1 / (2 * s ^ 2))) = s * √(2 * π) := by
    have e' : π / (1 / (2 * s ^ 2)) = s ^ 2 * (2 * π) := by
      rw [div_div_eq_mul_div, div_one]; ring
    rw [e', Real.sqrt_mul (sq_nonneg s), Real.sqrt_sq hs.le]
  have hne : s * √(2 * π) ≠ 0 := by positivity
  simp only [e]
  constructor
  · rw [integral_const_mul, integral_gaussian, hw, inv_mul_cancel₀ hne]
  · rw [integral_const_mul, integral_gaussian_Ioi, hw, ← mul_div_assoc,
      inv_mul_cancel₀ hne]
```

## (d) The exact Lorentzian remainder

**Task.** For h, x > 0, show that

R_L(x) = arctan(h/x)/π

**Solution.** By (a), we need the area of L_h beyond x. An antiderivative is arctan(t/h)/π, because its derivative is

(1/π) · (1/h)/(1 + t²/h²) = h/(π(t² + h²))

It tends to 1/2 as t → ∞, so

R_L(x) = 1/2 − arctan(x/h)/π

For positive arguments arctan(x/h) + arctan(h/x) = π/2, which gives the result.

It would be an error to stop at the antiderivative and report arctan(x/h)/π. That is the area between 0 and x, and it grows with depth, whereas the false absorption must shrink.

In the proof, `hd` is the derivative and `hl` the limit at infinity. The final rewrite uses the reciprocal identity.

```lean
/-- At depth `x > 0` below the gap, Lorentzian broadening of half-width `h > 0` leaves
the false absorption `arctan (h / x) / π`. -/
theorem lorentzian_absorption {h x : ℝ} (hh : 0 < h) (hx : 0 < x) (G : ℝ) :
    broaden (lorentzian h) (stepEdge G) (G - x) = Real.arctan (h / x) / π := by
  rw [broaden_stepEdge (fun t => by simp [lorentzian])]
  have hd : ∀ t ∈ Ici x,
      HasDerivAt (fun t => Real.arctan (t / h) / π) (lorentzian h t) t := by
    intro t _
    refine ((((hasDerivAt_id' t).div_const h).arctan).div_const π).congr_deriv ?_
    unfold lorentzian
    field_simp
    ring
  have hl : Tendsto (fun t => Real.arctan (t / h) / π) atTop (𝓝 (π / 2 / π)) :=
    ((Real.tendsto_arctan_atTop.mono_right nhdsWithin_le_nhds).comp
      (tendsto_id.atTop_div_const hh)).div_const π
  rw [integral_Ioi_of_hasDerivAt_of_nonneg' hd
    (fun t _ => by unfold lorentzian; positivity) hl]
  -- the reciprocal identity of the arctangent
  rw [← inv_div x h, Real.arctan_inv_of_pos (div_pos hx hh), sub_div]
```

## (e) Rational bounds on the remainder

**Task.** For h, x > 0, show that

hx/(π(x² + h²)) < R_L(x) < h/(πx)

**Solution.** Put θ = arctan(h/x), which lies between 0 and π/2. An angle in this range is smaller than its tangent, so θ < h/x. For the other side, use sin 2θ < 2θ together with

sin 2θ = 2 tan θ cos²θ = 2(h/x)/(1 + (h/x)²) = 2hx/(x² + h²)

This gives hx/(x² + h²) < θ. Dividing both inequalities by π finishes the argument. They are `up` and `lo` in the code.

The bounds differ by the factor 1 + (h/x)², which is 1.01 at x = 10h. The remainder there is about 3.2% of the step height.

```lean
/-- The Lorentzian false absorption at depth `x > 0` lies strictly between
`h x / (π (x² + h²))` and `h / (π x)`, for half-width `h > 0`. -/
theorem lorentzian_bounds {h x : ℝ} (hh : 0 < h) (hx : 0 < x) (G : ℝ) :
    h * x / (π * (x ^ 2 + h ^ 2)) < broaden (lorentzian h) (stepEdge G) (G - x) ∧
      broaden (lorentzian h) (stepEdge G) (G - x) < h / (π * x) := by
  rw [lorentzian_absorption hh hx]
  have h0 : 0 < Real.arctan (h / x) := by
    have := Real.arctan_strictMono (div_pos hh hx)
    rwa [Real.arctan_zero] at this
  -- upper bound: an angle between `0` and `π / 2` is smaller than its tangent
  have up : Real.arctan (h / x) < h / x := by
    have := Real.lt_tan h0 (Real.arctan_lt_pi_div_two _)
    rwa [Real.tan_arctan] at this
  -- lower bound: the sine of the doubled angle is smaller than the doubled angle
  have lo : h * x / (x ^ 2 + h ^ 2) < Real.arctan (h / x) := by
    have hs := Real.sin_lt (x := 2 * Real.arctan (h / x)) (by linarith)
    rw [Real.sin_two_mul, ← Real.tan_mul_cos (Real.cos_arctan_pos (h / x)).ne',
      Real.tan_arctan] at hs
    have e : h * x / (x ^ 2 + h ^ 2) = h / x * (1 / (1 + (h / x) ^ 2)) := by
      field_simp
    rw [e, ← Real.cos_sq_arctan (h / x)]
    nlinarith [hs]
  constructor
  · rw [mul_comm π, ← div_div]
    exact div_lt_div_of_pos_right lo Real.pi_pos
  · rw [mul_comm π, ← div_div]
    exact div_lt_div_of_pos_right up Real.pi_pos
```

## (f) An exponential bound for the Gaussian

**Task.** For s, x > 0, show that

R_g(x) ≤ exp(−x²/(2s²))/2

**Solution.** For t > x > 0,

t² − x² − (t − x)² = 2x(t − x) > 0

Hence t² exceeds x² + (t − x)², and so

g_s(t) ≤ exp(−x²/(2s²)) · g_s(t − x)

Integrate over t > x. On the right, t − x runs over the positive half-line, where the area is 1/2 by (c).

The pointwise inequality is `hpt`, written with functions that vanish outside their half-lines. Integrating it with `integral_mono` requires integrability, which `hi` obtains from (c): Lean assigns the value 0 to the integral of a non-integrable function, and this integral is 1.

At x = 10s the bound is below 10⁻²².

```lean
/-- At depth `x > 0` below the gap, Gaussian broadening of deviation `s > 0` leaves at
most `exp (-x² / (2 s²)) / 2`. -/
theorem gaussian_bound {s x : ℝ} (hs : 0 < s) (hx : 0 < x) (G : ℝ) :
    broaden (gaussian s) (stepEdge G) (G - x) ≤ Real.exp (-x ^ 2 / (2 * s ^ 2)) / 2 := by
  have hi : Integrable (gaussian s) := by
    by_contra hn
    exact zero_ne_one ((integral_undef hn).symm.trans (gaussian_normalized hs).1)
  have hJ := hi.indicator (measurableSet_Ioi (a := (0 : ℝ)))
  -- beyond `x` the tail is at most a damped copy of the half-line Gaussian
  have hpt : ∀ t, (Ioi x).indicator (gaussian s) t ≤
      Real.exp (-x ^ 2 / (2 * s ^ 2)) * (Ioi 0).indicator (gaussian s) (t + -x) := by
    intro t
    by_cases ht : x < t
    · have hm : t + -x ∈ Ioi (0 : ℝ) := by rw [mem_Ioi]; linarith
      have he : -t ^ 2 / (2 * s ^ 2) ≤
          -x ^ 2 / (2 * s ^ 2) + -(t + -x) ^ 2 / (2 * s ^ 2) := by
        rw [← add_div]
        exact div_le_div_of_nonneg_right
          (by nlinarith [mul_pos hx (sub_pos.2 ht)]) (by positivity)
      rw [indicator_of_mem (show t ∈ Ioi x from ht), indicator_of_mem hm]
      unfold gaussian
      rw [← mul_div_assoc, ← Real.exp_add]
      exact div_le_div_of_nonneg_right (Real.exp_le_exp.2 he) (by positivity)
    · have h0 : (Ioi x).indicator (gaussian s) t = 0 := by simp [indicator, ht]
      rw [h0]
      exact mul_nonneg (Real.exp_pos _).le
        (indicator_nonneg (fun u _ => by unfold gaussian; positivity) _)
  have hm := integral_mono (hi.indicator measurableSet_Ioi)
    ((hJ.comp_add_right (-x)).const_mul _) hpt
  rw [integral_const_mul, integral_add_right_eq_self ((Ioi 0).indicator (gaussian s)),
    integral_indicator measurableSet_Ioi, integral_indicator measurableSet_Ioi,
    (gaussian_normalized hs).2] at hm
  rw [broaden_stepEdge (fun t => by simp [gaussian])]
  linarith
```

## (g) Decay deep below the gap

**Task.** For h, s > 0, show that as x → ∞

x · R_L(x) → h/π

xⁿ · R_g(x) → 0 for every n = 0, 1, 2, …

**Solution.** Multiply the bounds of (e) by x. The upper one becomes h/π. The lower one becomes

(h/π) · x²/(x² + h²) > (h/π)(1 − (h/x)²)

Both sides of the squeeze tend to h/π.

For the Gaussian, take x ≥ 2s², comparing numerical values in the chosen unit. Then x²/(2s²) ≥ x, and (f) gives

0 ≤ xⁿ R_g(x) ≤ xⁿ exp(−x)

The right side tends to 0. Lean follows the same two squeezes, and `filter_upwards` restricts attention to sufficiently large x.

The word `only` in the theorem's name compares these two line shapes, not all conceivable ones. The 1/x law also relies on the endless step: a rough estimate, which the code does not contain, gives a band of finite width W a Lorentzian tail of about hW/(πx²) at depths far beyond both W and h. That is still algebraic, but faster. The limit x → ∞ itself is formal, because the photon energy G − x is positive only for x < G. Within the step model, the 1/x law describes a spectrum at depths x < G that are much larger than h.

```lean
/-- Deep below the gap, the Lorentzian false absorption times the depth tends to `h / π`,
whereas the Gaussian one times any power of the depth tends to zero (`h, s > 0`). -/
theorem only_lorentzian_tail_algebraic {h s : ℝ} (hh : 0 < h) (hs : 0 < s) (G : ℝ) :
    Tendsto (fun x => x * broaden (lorentzian h) (stepEdge G) (G - x)) atTop (𝓝 (h / π)) ∧
      ∀ n : ℕ, Tendsto (fun x => x ^ n * broaden (gaussian s) (stepEdge G) (G - x))
        atTop (𝓝 0) := by
  constructor
  · have hz : Tendsto (fun x : ℝ => h / x) atTop (𝓝 0) :=
      tendsto_const_nhds.div_atTop tendsto_id
    have hlow : Tendsto (fun x : ℝ => h / π * (1 - (h / x) ^ 2)) atTop (𝓝 (h / π)) := by
      simpa using ((hz.pow 2).const_sub 1).const_mul (h / π)
    refine tendsto_of_tendsto_of_tendsto_of_le_of_le' hlow tendsto_const_nhds ?_ ?_
    · filter_upwards [eventually_gt_atTop 0] with x hx
      have b := mul_lt_mul_of_pos_left (lorentzian_bounds hh hx G).1 hx
      have e : x * (h * x / (π * (x ^ 2 + h ^ 2))) - h / π * (1 - (h / x) ^ 2) =
          h ^ 5 / (π * x ^ 2 * (x ^ 2 + h ^ 2)) := by
        field_simp
        ring
      have p : 0 < h ^ 5 / (π * x ^ 2 * (x ^ 2 + h ^ 2)) := by positivity
      linarith
    · filter_upwards [eventually_gt_atTop 0] with x hx
      have b := mul_lt_mul_of_pos_left (lorentzian_bounds hh hx G).2 hx
      have e : x * (h / (π * x)) = h / π := by field_simp
      linarith
  · intro n
    refine tendsto_of_tendsto_of_tendsto_of_le_of_le' tendsto_const_nhds
      (Real.tendsto_pow_mul_exp_neg_atTop_nhds_zero n) ?_ ?_
    · filter_upwards [eventually_ge_atTop 0] with x hx
      rw [broaden_stepEdge (fun t => by simp [gaussian])]
      exact mul_nonneg (pow_nonneg hx n)
        (integral_nonneg fun t => by unfold gaussian; positivity)
    · -- once `x ≥ 2 s²`, the Gaussian factor is at most `exp (-x)`
      filter_upwards [eventually_gt_atTop 0, eventually_ge_atTop (2 * s ^ 2)] with x hx hx2
      have he : -x ^ 2 / (2 * s ^ 2) ≤ -x := by
        rw [div_le_iff₀ (by positivity)]
        nlinarith [mul_nonneg hx.le (sub_nonneg.2 hx2)]
      refine mul_le_mul_of_nonneg_left ?_ (pow_nonneg hx.le n)
      linarith [gaussian_bound hs hx G, Real.exp_le_exp.2 he, Real.exp_pos (-x)]
```

## (h) The depth needed for a given tolerance

**Task.** For h, x > 0 and a tolerance 0 < ε < 1/2, measured in units of the step height, show that

R_L(x) ≤ ε exactly when x ≥ h/tan(επ)

**Solution.** By (d), the condition is arctan(h/x) ≤ επ. Since επ lies between 0 and π/2, where the tangent is increasing, this is equivalent to h/x ≤ tan(επ). Both x and tan(επ) are positive, so the inequality can be solved for x. The step through the tangent is `key`, which uses the strict monotonicity of the arctangent.

For ε = 0.01 the required depth is about 31.8h. With h = 0.1 eV this is about 3.2 eV, so in this one-step model without excitons a Lorentzian-broadened spectrum can show absorption at the per cent level far into the gap of many semiconductors. Weak absorption below the gap is therefore poor evidence for a bound exciton until the broadening has been varied.

```lean
/-- For half-width `h > 0` and tolerance `0 < ε < 1/2`, the Lorentzian false absorption at
depth `x > 0` is at most `ε` exactly when `x` is at least `h / tan (ε π)`. -/
theorem lorentzian_tolerance {h x ε : ℝ} (hh : 0 < h) (hx : 0 < x) (h0 : 0 < ε)
    (h1 : ε < 1 / 2) (G : ℝ) :
    broaden (lorentzian h) (stepEdge G) (G - x) ≤ ε ↔ h / Real.tan (ε * π) ≤ x := by
  have hp : 0 < ε * π := mul_pos h0 Real.pi_pos
  have hq : ε * π < π / 2 := by nlinarith [Real.pi_pos]
  have ht := Real.tan_pos_of_pos_of_lt_pi_div_two hp hq
  have key := Real.arctan_strictMono.le_iff_le (a := h / x) (b := Real.tan (ε * π))
  rw [Real.arctan_tan (by linarith) hq] at key
  rw [lorentzian_absorption hh hx, div_le_iff₀ Real.pi_pos, key, div_le_iff₀ hx,
    div_le_iff₀ ht, mul_comm x]

end

end FalseAbsorption
```

```lean
#print axioms FalseAbsorption.lorentzian_normalized
#print axioms FalseAbsorption.only_lorentzian_tail_algebraic
#print axioms FalseAbsorption.lorentzian_tolerance
```

```
'FalseAbsorption.lorentzian_normalized' depends on axioms: [propext, Classical.choice, Quot.sound]
'FalseAbsorption.only_lorentzian_tail_algebraic' depends on axioms: [propext, Classical.choice, Quot.sound]
'FalseAbsorption.lorentzian_tolerance' depends on axioms: [propext, Classical.choice, Quot.sound]
```
